# The cubic Stevens combination \(O_4^0+5\,O_4^4\) equals \(20(J_x^4+J_y^4+J_z^4)\) up to a polynomial in \(\mathbf J^2\)

## Operators and conventions

Let \(J_x,J_y,J_z\) be the components of the angular momentum of an ion, in units of \(\hbar\), so that

\[
[J_x,J_y]=iJ_z,\qquad [J_y,J_z]=iJ_x,\qquad [J_z,J_x]=iJ_y .
\]

Write \(J_\pm=J_x\pm iJ_y\) and \(C=J_x^2+J_y^2+J_z^2\). Textbooks usually replace \(C\) by its value \(J(J+1)\) in a multiplet of fixed \(J\); here it remains an operator. The two fourth-order Stevens operators needed are

\[
O_4^0=35J_z^4-30\,C J_z^2+25J_z^2-6C+3C^2,\qquad
O_4^4=\tfrac12\left(J_+^4+J_-^4\right).
\]

An ion at a site of cubic symmetry, with \(x\), \(y\) and \(z\) along the cube axes, has a fourth-order crystal-field term proportional to \(O_4^0+5\,O_4^4\). Both operators single out the \(z\) axis, so the cubic symmetry of the sum is hidden. The following identity displays it:

\[
O_4^0+5\,O_4^4=20\left(J_x^4+J_y^4+J_z^4\right)-4C(3C-1).
\]

In electronic-structure work on a single \(J\) multiplet, the last term is a constant energy shift, and the fourth-order cubic splitting comes from the sum of fourth powers alone.

The derivation uses only the commutation relations. That the electrostatic field of the neighbouring ions acts within a multiplet through these polynomials is a separate physical step, which the algebra does not supply.

## Derivation from the commutators

Abbreviate the operators \(J_x,J_y,J_z\) as \(x,y,z\). First, \(C\) commutes with \(z\):

\[
[C,z]=y[y,z]+[y,z]y-x[z,x]-[z,x]x=i(yx+xy)-i(xy+yx)=0 .
\]

Next, expand the ladder powers. Words with an odd number of factors \(y\) cancel between \((x+iy)^4\) and \((x-iy)^4\), and words with two factors \(y\) carry \(i^2=-1\). Hence

\[
O_4^4=x^4+y^4-P-Q,
\]

\[
P=x^2y^2+y^2x^2,\qquad Q=xyxy+yxyx+xy^2x+yx^2y .
\]

If \(x\) and \(y\) commuted, \(2P-Q\) would vanish. Its actual value follows from two rounds of commutators. In the first,

\[
\begin{aligned}
2P-Q&=2x[x,y]y+xy[x,y]-2y[x,y]x-yx[x,y]\\
&=i\,(2xzy-2yzx+xyz-yxz).
\end{aligned}
\]

In the second,

\[
\begin{aligned}
2xzy-2yzx+xyz-yxz&=3[x,y]z-2x[y,z]-2y[z,x]\\
&=i\,(3z^2-2x^2-2y^2).
\end{aligned}
\]

Therefore \(2P-Q=2x^2+2y^2-3z^2=2C-5z^2\).

Since \(x^2+y^2=C-z^2\) and \(C\) commutes with \(z\),

\[
P=(x^2+y^2)^2-x^4-y^4=C^2-2Cz^2+z^4-x^4-y^4 .
\]

Substituting \(P+Q=3P-(2P-Q)\) gives

\[
\begin{aligned}
5\,O_4^4&=5(x^4+y^4)-15P+5(2C-5z^2)\\
&=20(x^4+y^4)-15C^2+30Cz^2-15z^4+10C-25z^2 .
\end{aligned}
\]

On adding \(O_4^0\), the terms in \(Cz^2\) and \(z^2\) cancel, \(z^4\) acquires the coefficient 20, and \(-12C^2+4C=-4C(3C-1)\) remains.

## Cyclic invariance and the coefficient 5

The permutation \(x\to y\to z\to x\), a rotation by \(120^\circ\) about the \([111]\) direction, preserves the commutation relations, \(C\) and the sum of fourth powers. So it preserves \(O_4^0+5\,O_4^4\).

Let a prime denote the permuted operators, and suppose that \(O_4^0+b\,O_4^4\) is also invariant for some complex \(b\). Subtracting the two invariance statements gives

\[
(b-5)\left(O_4^4-O_4^{4\prime}\right)=0 ,
\]

so \(b=5\) whenever \(O_4^4\ne O_4^{4\prime}\). If instead the two are equal, \(O_4^0\) is invariant as well and every \(b\) works. This happens for a single spin below 2, where the fourth power of a ladder operator about any axis is zero.

For spin 2 the two operators differ, as the diagonal element in the state \(m=2\) shows. About \(z\) it is zero, because \(J_\pm^4\) changes \(m\) by \(\pm4\). For the permuted operator put \(K=(J_--J_+)/2\), so that \(J_y=iK\) and

\[
O_4^{4\prime}=\tfrac12\left[(K+J_z)^4+(K-J_z)^4\right].
\]

This is \(K^4+J_z^4\) plus the six words with two factors of each kind. In the normalised basis, a step by \(K\) from \(m=2\) to \(1\) and back contributes \(1\cdot(-1)=-1\), and one from \(1\) to \(0\) and back contributes \((\sqrt6/2)(-\sqrt6/2)=-3/2\). Thus \(K^4\) contributes \(1+3/2=5/2\), \(J_z^4\) contributes 16, and the mixed words contribute \(-(4+4+4+2+2+1)=-17\). The total is \(3/2\).

## Angular momentum in a complex algebra

In Lean, the three components are elements of an arbitrary complex algebra `A`, whose multiplication need not commute.

```lean
import Mathlib

open Complex

namespace StevensCubicField

noncomputable section

variable {A : Type*} [Ring A] [Algebra ℂ A]
```

The predicate `IsAngularMomentum` contains the three commutation relations, with each commutator written out. The symbol `•` is multiplication by a complex scalar. Neither Hermiticity, finite dimension nor irreducibility is assumed.

```lean
/-- The cyclic angular momentum relations `[Jx, Jy] = i Jz`, `[Jy, Jz] = i Jx`,
`[Jz, Jx] = i Jy`, in units of `ħ`. -/
structure IsAngularMomentum (Jx Jy Jz : A) : Prop where
  xy : Jx * Jy - Jy * Jx = I • Jz
  yz : Jy * Jz - Jz * Jy = I • Jx
  zx : Jz * Jx - Jx * Jz = I • Jy
```

The element `casimir` is \(C\). It is not assumed to be a number.

```lean
/-- The total squared angular momentum `C = Jx² + Jy² + Jz²`. -/
def casimir (Jx Jy Jz : A) : A := Jx ^ 2 + Jy ^ 2 + Jz ^ 2
```

The last argument of `stevens40` is the distinguished axis, and the two arguments of `stevens44` are the perpendicular components. The permuted operators are therefore `stevens40 Jy Jz Jx` and `stevens44 Jy Jz`.

```lean
/-- The axial Stevens operator `O₄⁰ = 35 Jz⁴ - 30 C Jz² + 25 Jz² - 6 C + 3 C²`. -/
def stevens40 (Jx Jy Jz : A) : A :=
  (35 : ℂ) • Jz ^ 4 - (30 : ℂ) • (casimir Jx Jy Jz * Jz ^ 2) + (25 : ℂ) • Jz ^ 2
    - (6 : ℂ) • casimir Jx Jy Jz + (3 : ℂ) • casimir Jx Jy Jz ^ 2

/-- The fourfold Stevens operator `O₄⁴ = (J₊⁴ + J₋⁴) / 2` about the z axis,
with `J± = Jx ± i Jy`. -/
def stevens44 (Jx Jy : A) : A :=
  (1 / 2 : ℂ) • ((Jx + I • Jy) ^ 4 + (Jx - I • Jy) ^ 4)
```

## Reordering the quartic products

The first theorem states \(Cz=zC\). The `linear_combination` line adds the same four multiples of the commutation relations as the calculation of \([C,z]\) above. Then `simp` expands both sides into ordered words, and `module` compares their coefficients. This pattern recurs in the later proofs.

```lean
/-- For angular momentum components, `C = Jx² + Jy² + Jz²` commutes with `Jz`. -/
theorem casimir_comm {Jx Jy Jz : A} (h : IsAngularMomentum Jx Jy Jz) :
    casimir Jx Jy Jz * Jz = Jz * casimir Jx Jy Jz := by
  linear_combination (norm := skip) h.yz * Jy + Jy * h.yz - h.zx * Jx - Jx * h.zx
  simp only [casimir, pow_succ, pow_zero, one_mul, add_mul, mul_add, sub_mul, mul_sub,
    smul_mul_assoc, mul_smul_comm, mul_assoc]
  module
```

The Cartesian form \(O_4^4=x^4+y^4-P-Q\) holds for any two elements of the algebra, so its theorem has no angular momentum hypothesis. The local fact `hI` supplies \(i^2=-1\).

```lean
/-- In Cartesian components, `O₄⁴` is `Jx⁴ + Jy⁴` minus the six orderings of two
factors `Jx` and two factors `Jy`. -/
theorem stevens44_cartesian (Jx Jy : A) :
    stevens44 Jx Jy = Jx ^ 4 + Jy ^ 4
      - (Jx * Jx * Jy * Jy + Jy * Jy * Jx * Jx + Jx * Jy * Jx * Jy
        + Jy * Jx * Jy * Jx + Jx * Jy * Jy * Jx + Jy * Jx * Jx * Jy) := by
  have hI : ∀ a : A, I • I • a = -a := fun a => by
    rw [smul_smul, I_mul_I, neg_one_smul]
  simp only [stevens44, pow_succ, pow_zero, one_mul, add_mul, mul_add, sub_mul, mul_sub,
    smul_mul_assoc, mul_smul_comm, smul_add, smul_sub, mul_assoc, hI, smul_neg,
    neg_mul]
  module
```

The theorem `ordering_defect` evaluates \(2P-Q\). Its intermediate results `h1` and `h2` are the two rounds of commutators, with the same coefficients as in the derivation; combining them gives the factor \(i\cdot i=-1\).

```lean
/-- For angular momentum components, twice the sum `Jx² Jy² + Jy² Jx²`, minus the sum of the other
four orderings of two factors `Jx` and two factors `Jy`, equals `2 Jx² + 2 Jy² - 3 Jz²`. -/
theorem ordering_defect {Jx Jy Jz : A} (h : IsAngularMomentum Jx Jy Jz) :
    (2 : ℂ) • (Jx * Jx * Jy * Jy + Jy * Jy * Jx * Jx)
      - (Jx * Jy * Jx * Jy + Jy * Jx * Jy * Jx + Jx * Jy * Jy * Jx + Jy * Jx * Jx * Jy)
      = (2 : ℂ) • Jx ^ 2 + (2 : ℂ) • Jy ^ 2 - (3 : ℂ) • Jz ^ 2 := by
  -- One commutator lowers the degree from four to three.
  have h1 : (2 : ℂ) • (Jx * Jx * Jy * Jy + Jy * Jy * Jx * Jx)
      - (Jx * Jy * Jx * Jy + Jy * Jx * Jy * Jx + Jx * Jy * Jy * Jx + Jy * Jx * Jx * Jy)
      = I • ((2 : ℂ) • (Jx * Jz * Jy) - (2 : ℂ) • (Jy * Jz * Jx)
        + Jx * Jy * Jz - Jy * Jx * Jz) := by
    linear_combination (norm := skip) (2 : ℂ) • (Jx * h.xy * Jy) + Jx * Jy * h.xy
      - (2 : ℂ) • (Jy * h.xy * Jx) - Jy * Jx * h.xy
    simp only [mul_sub, sub_mul, smul_mul_assoc, mul_smul_comm, mul_assoc]
    module
  -- A second commutator lowers it from three to two.
  have h2 : (2 : ℂ) • (Jx * Jz * Jy) - (2 : ℂ) • (Jy * Jz * Jx)
        + Jx * Jy * Jz - Jy * Jx * Jz
      = I • ((3 : ℂ) • Jz ^ 2 - (2 : ℂ) • Jx ^ 2 - (2 : ℂ) • Jy ^ 2) := by
    linear_combination (norm := skip) (3 : ℂ) • (h.xy * Jz) - (2 : ℂ) • (Jx * h.yz)
      - (2 : ℂ) • (Jy * h.zx)
    simp only [pow_succ, pow_zero, one_mul, mul_sub, sub_mul, smul_mul_assoc,
      mul_smul_comm, mul_assoc]
    module
  rw [h1, h2, smul_smul, I_mul_I]
  module
```

## The identity and its consequences

The main theorem is the stated identity for every triple satisfying the commutation relations. The `1` inside the last bracket is the identity element of `A`.

The auxiliary fact `hc` says that \(C\) commutes with \(z^2\), which is what squaring \(C-z^2\) requires. After the Cartesian form of \(O_4^4\) has been inserted, five times the ordering result and \(-15\) times `hc` account for every difference in operator order.

```lean
/-- The cubic crystal-field identity: for angular momentum components,
`O₄⁰ + 5 O₄⁴ = 20 (Jx⁴ + Jy⁴ + Jz⁴) - 4 C (3 C - 1)`. -/
theorem stevens_cubic {Jx Jy Jz : A} (h : IsAngularMomentum Jx Jy Jz) :
    stevens40 Jx Jy Jz + (5 : ℂ) • stevens44 Jx Jy
      = (20 : ℂ) • (Jx ^ 4 + Jy ^ 4 + Jz ^ 4)
        - (4 : ℂ) • (casimir Jx Jy Jz * ((3 : ℂ) • casimir Jx Jy Jz - 1)) := by
  have hc : casimir Jx Jy Jz * Jz ^ 2 = Jz ^ 2 * casimir Jx Jy Jz := by
    rw [pow_two, ← mul_assoc, casimir_comm h, mul_assoc, casimir_comm h, mul_assoc]
  rw [stevens44_cartesian]
  -- Completing the square `(C - Jz²)²` leaves only the ordering defect.
  linear_combination (norm := skip) (5 : ℂ) • ordering_defect h - (15 : ℂ) • hc
  simp only [stevens40, casimir, pow_succ, pow_zero, one_mul, mul_one, add_mul, mul_add,
    mul_sub, mul_smul_comm, mul_assoc]
  module
```

For the cyclic permutation, `h'` lists the commutation relations in permuted order. The main identity is then applied to both triples, and `hc` and `hq` identify the right-hand sides. The theorem concerns this one rotation, not every operation of the cubic group.

```lean
/-- For angular momentum components, `O₄⁰ + 5 O₄⁴` is unchanged when the axes are
permuted cyclically, `x → y → z → x`. -/
theorem stevens_cubic_cyclic {Jx Jy Jz : A} (h : IsAngularMomentum Jx Jy Jz) :
    stevens40 Jx Jy Jz + (5 : ℂ) • stevens44 Jx Jy
      = stevens40 Jy Jz Jx + (5 : ℂ) • stevens44 Jy Jz := by
  have h' : IsAngularMomentum Jy Jz Jx := ⟨h.yz, h.zx, h.xy⟩
  have hc : casimir Jy Jz Jx = casimir Jx Jy Jz := by
    unfold casimir
    abel
  have hq : Jy ^ 4 + Jz ^ 4 + Jx ^ 4 = Jx ^ 4 + Jy ^ 4 + Jz ^ 4 := by abel
  rw [stevens_cubic h, stevens_cubic h', hc, hq]
```

The uniqueness theorem is an equivalence: given `hne`, which says that \(O_4^4\) changes under the permutation, invariance holds exactly when \(b=5\). The proof forms the product \((b-5)(O_4^4-O_4^{4\prime})=0\) and uses the fact that a scalar multiple vanishes only if the scalar or the vector does.

```lean
/-- For angular momentum components whose `O₄⁴` changes under the cyclic permutation of the axes,
and for complex `b`, the operator `O₄⁰ + b O₄⁴` is invariant under that permutation exactly when
`b = 5`. -/
theorem cubic_ratio_unique {Jx Jy Jz : A} (h : IsAngularMomentum Jx Jy Jz)
    (hne : stevens44 Jx Jy ≠ stevens44 Jy Jz) (b : ℂ) :
    stevens40 Jx Jy Jz + b • stevens44 Jx Jy
      = stevens40 Jy Jz Jx + b • stevens44 Jy Jz ↔ b = 5 := by
  have h5 := stevens_cubic_cyclic h
  constructor
  · intro hb
    have hz : (b - 5) • (stevens44 Jx Jy - stevens44 Jy Jz) = 0 := by
      linear_combination (norm := module) hb - h5
    rcases smul_eq_zero.mp hz with h0 | h0
    · exact sub_eq_zero.mp h0
    · exact absurd (sub_eq_zero.mp h0) hne
  · rintro rfl
    exact h5
```

## A spin-2 example

The matrices below are ordered by \(m=2,1,0,-1,-2\). The basis is unnormalised, which keeps the ladder entries integral: `up` has entries \(1,2,3,4\) and `down` has \(4,3,2,1\). In the normalised basis both have \(2,\sqrt6,\sqrt6,2\). The two forms are related by a diagonal rescaling, which preserves products, commutators and diagonal entries, although `spinX` and `spinY` do not look Hermitian as written.

```lean
/-- The spin-2 raising matrix in an unnormalised ladder basis. -/
def up : Matrix (Fin 5) (Fin 5) ℂ :=
  !![0, 1, 0, 0, 0; 0, 0, 2, 0, 0; 0, 0, 0, 3, 0; 0, 0, 0, 0, 4; 0, 0, 0, 0, 0]

/-- The spin-2 lowering matrix in the same basis. -/
def down : Matrix (Fin 5) (Fin 5) ℂ :=
  !![0, 0, 0, 0, 0; 4, 0, 0, 0, 0; 0, 3, 0, 0, 0; 0, 0, 2, 0, 0; 0, 0, 0, 1, 0]

/-- The spin-2 matrix of `Jz` in the same basis. -/
def spinZ : Matrix (Fin 5) (Fin 5) ℂ :=
  !![2, 0, 0, 0, 0; 0, 1, 0, 0, 0; 0, 0, 0, 0, 0; 0, 0, 0, -1, 0; 0, 0, 0, 0, -2]
```

The Cartesian components follow from \(J_x=(J_++J_-)/2\) and \(J_y=i(J_--J_+)/2\).

```lean
/-- The spin-2 matrix `Jx = (J₊ + J₋) / 2`. -/
def spinX : Matrix (Fin 5) (Fin 5) ℂ := (1 / 2 : ℂ) • (up + down)

/-- The spin-2 matrix `Jy = i (J₋ - J₊) / 2`. -/
def spinY : Matrix (Fin 5) (Fin 5) ℂ := (I / 2) • (down - up)
```

The final theorem states that these matrices satisfy the commutation relations and that their \(O_4^4\) changes under the permutation. They therefore meet both hypotheses of the uniqueness theorem.

The facts `hud`, `hzu` and `hzd` are the ladder relations \([J_+,J_-]=2J_z\) and \([J_z,J_\pm]=\pm J_\pm\), checked entry by entry. Linear combinations of them give the three Cartesian relations.

For the inequality, the proof assumes that the two operators are equal and rewrites them through `up`, `down` and \(K\pm J_z\), with \(i^4=1\) removing the common factor. It then compares the entries at row 0, column 0, which belong to \(m=2\). Equality would require \(0=3/2\).

```lean
set_option maxHeartbeats 400000 in
/-- The spin-2 matrices satisfy the angular momentum relations, and their `O₄⁴` changes
under the cyclic permutation of the axes. -/
theorem cubic_ratio_unique_witness :
    IsAngularMomentum spinX spinY spinZ ∧ stevens44 spinX spinY ≠ stevens44 spinY spinZ := by
  have hud : up * down - down * up = (2 : ℂ) • spinZ := by
    ext i j
    fin_cases i <;> fin_cases j <;>
      norm_num [up, down, spinZ, Matrix.mul_apply, Fin.sum_univ_five]
  have hzu : spinZ * up - up * spinZ = up := by
    ext i j
    fin_cases i <;> fin_cases j <;>
      norm_num [up, spinZ, Matrix.mul_apply, Fin.sum_univ_five]
  have hzd : spinZ * down - down * spinZ = -down := by
    ext i j
    fin_cases i <;> fin_cases j <;>
      norm_num [down, spinZ, Matrix.mul_apply, Fin.sum_univ_five]
  have hIY : I • spinY = (1 / 2 : ℂ) • (up - down) := by
    have hs : I * (I / 2) = -(1 / 2) := by linear_combination (1 / 2) * I_mul_I
    rw [spinY, smul_smul, hs]
    module
  refine ⟨⟨?_, ?_, ?_⟩, ?_⟩
  · linear_combination (norm := skip) (I / 2) • hud
    simp only [spinX, spinY, add_mul, mul_add, sub_mul, mul_sub, smul_mul_assoc,
      mul_smul_comm]
    module
  · linear_combination (norm := skip) (I / 2) • hzu - (I / 2) • hzd
    simp only [spinX, spinY, sub_mul, mul_sub, smul_mul_assoc, mul_smul_comm]
    module
  · rw [hIY]
    linear_combination (norm := skip) (1 / 2 : ℂ) • hzu + (1 / 2 : ℂ) • hzd
    simp only [spinX, add_mul, mul_add, smul_mul_assoc, mul_smul_comm]
    module
  · -- The top diagonal entry is 0 about the z axis and 3/2 about the x axis.
    intro h
    have hp : spinX + I • spinY = up := by rw [hIY, spinX]; module
    have hm : spinX - I • spinY = down := by rw [hIY, spinX]; module
    have hr : spinY + I • spinZ = I • ((1 / 2 : ℂ) • (down - up) + spinZ) := by
      rw [spinY]; module
    have hl : spinY - I • spinZ = I • ((1 / 2 : ℂ) • (down - up) - spinZ) := by
      rw [spinY]; module
    have h4 : ∀ P : Matrix (Fin 5) (Fin 5) ℂ, P ^ 4 = P * P * (P * P) := fun P => by
      simp only [pow_succ, pow_zero, one_mul, mul_assoc]
    unfold stevens44 at h
    rw [hp, hm, hr, hl] at h
    simp only [smul_pow, I_pow_four, one_smul] at h
    simp only [h4] at h
    have h0 := congrFun (congrFun h 0) 0
    simp only [Matrix.smul_apply, Matrix.add_apply, Matrix.sub_apply, Matrix.mul_apply,
      Fin.sum_univ_five, smul_eq_mul] at h0
    simp [up, down, spinZ] at h0
    norm_num at h0

end

end StevensCubicField
```

```lean
#print axioms StevensCubicField.stevens_cubic
#print axioms StevensCubicField.cubic_ratio_unique
```

```
'StevensCubicField.stevens_cubic' depends on axioms: [propext, Classical.choice, Quot.sound]
'StevensCubicField.cubic_ratio_unique' depends on axioms: [propext, Classical.choice, Quot.sound]
```
